# Closed form for the solid angle of a right-triangular pyramid with its apex above an acute corner

Let a pyramid have its apex at the origin, height \(d>0\), and as its base a right triangle in the plane \(z=d\). One corner of the triangle is the foot of the height; the angle there is \(p\), with \(0\le p<\pi/2\), and the adjacent leg has length \(a>0\). The solid angle of the pyramid is

\[
\Omega=\int_0^p\left(1-\frac{d\cos t}{\sqrt{a^2+d^2\cos^2t}}\right)dt
= p-\arcsin\frac{d\sin p}{\sqrt{a^2+d^2}} .
\]

Full-potential multiple scattering commonly works with polyhedral cells around the atoms, and \(\Omega\) is the angular share of one pyramid cut from such a cell; the result is pure geometry, with no potential or scattering in it.

## Integration over strips

Put the leg along the \(x\) axis, so that the base is \(0\le x\le a\), \(0\le y\le x\tan p\). An area element at distance \(r\) from the apex is seen at an angle whose cosine is \(d/r\), so it contributes \(d/r^3\) per unit area:

\[
\Omega=\int_0^a\!\int_0^{x\tan p}\frac{d}{(x^2+y^2+d^2)^{3/2}}\,dy\,dx .
\]

For fixed \(x\), write \(c=x^2+d^2\) and \(s=\sqrt{c+y^2}\). Since \(ds/dy=y/s\),

\[
\frac{d}{dy}\,\frac{d\,y}{c\,s}=\frac{d\,(s^2-y^2)}{c\,s^3}=\frac{d}{s^3},
\]

and a strip of length \(b\) contributes \(d\,b/(c\sqrt{c+b^2})\) per unit width. With \(b=x\tan p\),

\[
c+b^2=\frac{x^2}{\cos^2p}+d^2=\frac{W^2}{\cos^2p},\qquad W=\sqrt{x^2+d^2\cos^2p},
\]

so the remaining integrand is \(d\,x\sin p/(c\,W)\).

Now let \(u=d\sin p/\sqrt c\). Then \(1-u^2=W^2/c\), so the arcsine has slope \(\sqrt c/W\) at \(u\), while \(du/dx=-d\,x\sin p/c^{3/2}\). Hence

\[
\frac{d}{dx}(-\arcsin u)=\frac{d\,x\sin p}{c\,W},
\]

which is the integrand. At \(x=0\) we have \(u=\sin p\), whose arcsine is \(p\) because \(0\le p<\pi/2\). The difference between the endpoints is the closed form.

## Integration over directions

In polar coordinates the ray in direction \(t\) leaves the triangle at \(\rho=a/\cos t\), and the radial integral is

\[
\int_0^{a/\cos t}\frac{d\,\rho\,d\rho}{(\rho^2+d^2)^{3/2}}
=1-\frac{d\cos t}{\sqrt{a^2+d^2\cos^2t}} .
\]

This is the integrand of the angular formula. To integrate it over \(t\), use the same slope of the arcsine, now with \(a\) fixed and \(t\) varying:

\[
\frac{d}{dt}\arcsin\frac{d\sin t}{\sqrt{a^2+d^2}}
=\frac{\sqrt{a^2+d^2}}{\sqrt{a^2+d^2\cos^2t}}\cdot\frac{d\cos t}{\sqrt{a^2+d^2}}
=\frac{d\cos t}{\sqrt{a^2+d^2\cos^2t}} .
\]

So \(t-\arcsin(d\sin t/\sqrt{a^2+d^2})\) is an antiderivative. It vanishes at \(t=0\), and its value at \(t=p\) is the closed form again.

## Wide bases and two cubic cells

As \(a\to\infty\) the argument of the arcsine tends to zero, and \(\Omega\to p\).

In a cube, the perpendiculars from the centre of a face to its edges, together with the half-diagonals, cut the face into eight triangles with \(a=d\) and \(p=\pi/4\). The arcsine is \(\arcsin\tfrac12=\pi/6\), each pyramid has \(\Omega=\pi/12\), and the 48 pyramids give \(4\pi\).

The Wigner–Seitz cell of the fcc lattice is the rhombic dodecahedron. The same construction cuts each of its 12 faces into four pairs of triangles with \(d=\sqrt3\,a\) and angles \(p_1=\arcsin(1/\sqrt3)\) and \(p_2=\pi/2-p_1\). Here \(\sqrt{a^2+d^2}=2a\), and the two arcsines are \(\pi/6\) and \(\pi/4\). A pair contributes \(p_1+p_2-\pi/6-\pi/4=\pi/12\), and 48 pairs give \(4\pi\).

## The double integral as a definition

```lean
import Mathlib

open Real Filter Topology

namespace PyramidSolidAngle

noncomputable section
```

The lengths \(d\), \(a\) and the angle \(p\), in radians, are real numbers. `solidAngle d a p` is the Cartesian double integral above, with \(r^3\) written as the cube of a square root. The definition contains neither the arcsine nor the angular integral. That this flux integral measures area on the unit sphere is the usual geometric reading, taken over here without proof.

```lean
/-- Solid angle seen from the origin of the right triangle `0 ≤ x ≤ a`, `0 ≤ y ≤ x tan p` in the
plane `z = d`, for `d > 0`, `a ≥ 0` and `0 ≤ p < π/2`: the integral of `d / r ^ 3` over the
triangle, with `r` the distance from the origin. -/
def solidAngle (d a p : ℝ) : ℝ :=
  ∫ x in (0 : ℝ)..a, ∫ y in (0 : ℝ)..(x * tan p), d / √(x ^ 2 + y ^ 2 + d ^ 2) ^ 3
```

## The strip and the slope of the arcsine

`strip_integral` evaluates the inner integral for any real \(x\) and \(b\). The statement `h` is the derivative computed by hand, and `key` does its algebra with `s` and `c` in the roles they had above. Continuity makes the integrand integrable, and the fundamental theorem of calculus gives the value.

```lean
/-- The integral of `d / r ^ 3` over `y` from `0` to `b` at fixed `x` and height `d > 0`, in closed
form. For `b ≥ 0` it is the solid angle per unit width of the thin strip `0 ≤ y ≤ b` at `x`. -/
theorem strip_integral {d : ℝ} (hd : 0 < d) (x b : ℝ) :
    ∫ y in (0 : ℝ)..b, d / √(x ^ 2 + y ^ 2 + d ^ 2) ^ 3 =
      d * b / ((x ^ 2 + d ^ 2) * √(x ^ 2 + b ^ 2 + d ^ 2)) := by
  have hpos : ∀ y : ℝ, 0 < x ^ 2 + y ^ 2 + d ^ 2 := fun y => by positivity
  have hc : 0 < x ^ 2 + d ^ 2 := by positivity
  -- the right-hand side, as a function of the strip length, is an antiderivative
  have h : ∀ y : ℝ, HasDerivAt
      (fun y : ℝ => d * y / ((x ^ 2 + d ^ 2) * √(x ^ 2 + y ^ 2 + d ^ 2)))
      (d / √(x ^ 2 + y ^ 2 + d ^ 2) ^ 3) y := by
    intro y
    have hs := Real.sqrt_pos.2 (hpos y)
    have hq := Real.sq_sqrt (hpos y).le
    have h1 : HasDerivAt (fun y : ℝ => x ^ 2 + y ^ 2 + d ^ 2) (2 * y) y := by
      simpa using ((hasDerivAt_pow 2 y).const_add (x ^ 2)).add_const (d ^ 2)
    have h3 := ((hasDerivAt_id' y).const_mul d).fun_div
      ((h1.sqrt (hpos y).ne').const_mul (x ^ 2 + d ^ 2)) (mul_pos hc hs).ne'
    have key : ∀ s c : ℝ, 0 < s → 0 < c → s ^ 2 - y ^ 2 = c →
        (d * 1 * (c * s) - d * y * (c * (2 * y / (2 * s)))) / (c * s) ^ 2 = d / s ^ 3 := by
      intro s c hs hc h
      have e : (d * 1 * (c * s) - d * y * (c * (2 * y / (2 * s)))) / (c * s) ^ 2 =
          d * (s ^ 2 - y ^ 2) / (c * s ^ 3) := by
        field_simp
      rw [e, h]
      field_simp
    exact h3.congr_deriv (key _ _ hs hc (by linarith))
  have hint : Continuous (fun y : ℝ => d / √(x ^ 2 + y ^ 2 + d ^ 2) ^ 3) :=
    Continuous.div continuous_const (by fun_prop)
      (fun y => (pow_pos (Real.sqrt_pos.2 (hpos y)) 3).ne')
  rw [intervalIntegral.integral_eq_sub_of_hasDerivAt (fun y _ => h y)
    (hint.intervalIntegrable _ _)]
  simp
```

The next lemma serves both integrations. Its step `e0` is the identity \(1-u^2=W^2/c\). The hypothesis `hW` says that \(W^2>0\), which keeps \(u\) away from \(\pm1\), where the arcsine has no finite slope.

```lean
/-- The slope of the arcsine at `d sin p / √(x² + d²)`, provided `x² + d² cos² p` is positive. -/
theorem hasDerivAt_arcsin_edge {d x p : ℝ} (hW : 0 < x ^ 2 + d ^ 2 * cos p ^ 2) :
    HasDerivAt arcsin (√(x ^ 2 + d ^ 2) / √(x ^ 2 + d ^ 2 * cos p ^ 2))
      (d * sin p / √(x ^ 2 + d ^ 2)) := by
  have hr2 : 0 < x ^ 2 + d ^ 2 := by
    have h : x ^ 2 + d ^ 2 = (x ^ 2 + d ^ 2 * cos p ^ 2) + (d * sin p) ^ 2 := by
      linear_combination (-d ^ 2) * sin_sq_add_cos_sq p
    rw [h]
    exact add_pos_of_pos_of_nonneg hW (sq_nonneg _)
  have e0 : 1 - (d * sin p / √(x ^ 2 + d ^ 2)) ^ 2 =
      (x ^ 2 + d ^ 2 * cos p ^ 2) / (x ^ 2 + d ^ 2) := by
    rw [div_pow, Real.sq_sqrt hr2.le, eq_div_iff hr2.ne', sub_mul, div_mul_cancel₀ _ hr2.ne']
    linear_combination (-d ^ 2) * sin_sq_add_cos_sq p
  have hlt : 0 < 1 - (d * sin p / √(x ^ 2 + d ^ 2)) ^ 2 := by
    rw [e0]
    exact div_pos hW hr2
  have h1 : d * sin p / √(x ^ 2 + d ^ 2) ≠ -1 := by
    intro h
    rw [h] at hlt
    norm_num at hlt
  have h2 : d * sin p / √(x ^ 2 + d ^ 2) ≠ 1 := by
    intro h
    rw [h] at hlt
    norm_num at hlt
  refine (Real.hasDerivAt_arcsin h1 h2).congr_deriv ?_
  rw [e0, Real.sqrt_div hW.le, one_div_div]
```

## The closed form from the surface integral

`solidAngle_eq` assumes \(d>0\) and \(0\le p<\pi/2\), but allows every real `a`; at \(a=0\) both sides are zero. In the proof, `e` rewrites the distance from the apex to the point of the hypotenuse at \(x\) as \(W/\cos p\), `h` is the \(x\)-derivative of \(-\arcsin u\), and `h0` is the value \(p\) at the lower limit.

```lean
/-- The solid angle of a right-triangular pyramid of height `d > 0`, whose base has the angle
`0 ≤ p < π/2` at the foot of the height and the leg `a` adjacent to that angle, is
`p - arcsin (d sin p / √(a² + d²))`. -/
theorem solidAngle_eq {d p : ℝ} (hd : 0 < d) (hp0 : 0 ≤ p) (hp : p < π / 2) (a : ℝ) :
    solidAngle d a p = p - arcsin (d * sin p / √(a ^ 2 + d ^ 2)) := by
  have hc : 0 < cos p := Real.cos_pos_of_mem_Ioo ⟨by linarith [Real.pi_pos], hp⟩
  have h : ∀ x : ℝ, HasDerivAt (fun x : ℝ => -arcsin (d * sin p / √(x ^ 2 + d ^ 2)))
      (d * (x * tan p) / ((x ^ 2 + d ^ 2) * √(x ^ 2 + (x * tan p) ^ 2 + d ^ 2))) x := by
    intro x
    have hr2 : 0 < x ^ 2 + d ^ 2 := by positivity
    have hr := Real.sqrt_pos.2 hr2
    have hW2 : 0 < x ^ 2 + d ^ 2 * cos p ^ 2 := by positivity
    -- distance from the apex to the point of the hypotenuse above `x`
    have e : √(x ^ 2 + (x * tan p) ^ 2 + d ^ 2) = √(x ^ 2 + d ^ 2 * cos p ^ 2) / cos p := by
      have ht : tan p * cos p = sin p := Real.tan_mul_cos hc.ne'
      have h : x ^ 2 + (x * tan p) ^ 2 + d ^ 2 = (x ^ 2 + d ^ 2 * cos p ^ 2) / cos p ^ 2 := by
        rw [eq_div_iff (pow_pos hc 2).ne']
        linear_combination x ^ 2 * sin_sq_add_cos_sq p + x ^ 2 * (tan p * cos p + sin p) * ht
      rw [h, Real.sqrt_div hW2.le, Real.sqrt_sq hc.le]
    have h1 : HasDerivAt (fun x : ℝ => x ^ 2 + d ^ 2) (2 * x) x := by
      simpa using (hasDerivAt_pow 2 x).add_const (d ^ 2)
    have h3 := (hasDerivAt_const x (d * sin p)).fun_div (h1.sqrt hr2.ne') hr.ne'
    have key : ∀ r W q : ℝ, 0 < r → 0 < W → r ^ 2 = q →
        -(r / W * ((0 * r - d * sin p * (2 * x / (2 * r))) / r ^ 2)) =
          d * (x * (sin p / cos p)) / (q * (W / cos p)) := by
      rintro r W q hr hW rfl
      rw [zero_mul, zero_sub]
      field_simp
    refine ((hasDerivAt_arcsin_edge hW2).comp x h3).fun_neg.congr_deriv ?_
    rw [e, Real.tan_eq_sin_div_cos]
    exact key _ _ _ hr (Real.sqrt_pos.2 hW2) (Real.sq_sqrt hr2.le)
  have hint : Continuous (fun x : ℝ =>
      d * (x * tan p) / ((x ^ 2 + d ^ 2) * √(x ^ 2 + (x * tan p) ^ 2 + d ^ 2))) :=
    Continuous.div (by fun_prop) (by fun_prop) (fun x => by positivity)
  -- at `x = 0` the arcsine returns the opening angle itself
  have h0 : arcsin (d * sin p / √((0 : ℝ) ^ 2 + d ^ 2)) = p := by
    rw [show (0 : ℝ) ^ 2 + d ^ 2 = d ^ 2 by ring, Real.sqrt_sq hd.le,
      mul_div_cancel_left₀ _ hd.ne', Real.arcsin_sin (by linarith [Real.pi_pos]) hp.le]
  simp only [solidAngle, strip_integral hd]
  rw [intervalIntegral.integral_eq_sub_of_hasDerivAt (fun x _ => h x)
    (hint.intervalIntegrable _ _), h0]
  ring
```

## The angular integral and the equality

`angular_integral` holds for all real `d` and `p` once \(a>0\), which keeps the square root in the denominator positive. Its proof differentiates the antiderivative in \(t\) given above.

```lean
/-- The angular integral over the direction `t` in the base plane, in closed form, for `a > 0`. -/
theorem angular_integral {a : ℝ} (ha : 0 < a) (d p : ℝ) :
    ∫ t in (0 : ℝ)..p, (1 - d * cos t / √(a ^ 2 + d ^ 2 * cos t ^ 2)) =
      p - arcsin (d * sin p / √(a ^ 2 + d ^ 2)) := by
  have h : ∀ t : ℝ, HasDerivAt (fun t : ℝ => t - arcsin (d * sin t / √(a ^ 2 + d ^ 2)))
      (1 - d * cos t / √(a ^ 2 + d ^ 2 * cos t ^ 2)) t := by
    intro t
    have hW2 : 0 < a ^ 2 + d ^ 2 * cos t ^ 2 := by positivity
    have hW := Real.sqrt_pos.2 hW2
    have hr : 0 < √(a ^ 2 + d ^ 2) := Real.sqrt_pos.2 (by positivity)
    have h1 := ((Real.hasDerivAt_sin t).const_mul d).div_const (√(a ^ 2 + d ^ 2))
    refine ((hasDerivAt_id' t).fun_sub
      ((hasDerivAt_arcsin_edge hW2).comp t h1)).congr_deriv ?_
    have key : ∀ r W : ℝ, 0 < r → 0 < W →
        1 - r / W * (d * cos t / r) = 1 - d * cos t / W := by
      intro r W hr hW
      field_simp
    exact key _ _ hr hW
  have hint : Continuous (fun t : ℝ => 1 - d * cos t / √(a ^ 2 + d ^ 2 * cos t ^ 2)) :=
    continuous_const.sub
      (Continuous.div (by fun_prop) (by fun_prop) (fun t => by positivity))
  rw [intervalIntegral.integral_eq_sub_of_hasDerivAt (fun t _ => h t)
    (hint.intervalIntegrable _ _)]
  simp
```

The two integrals are equal because they have the same closed form; the change to polar coordinates is not used.

```lean
/-- For `d > 0`, `a > 0` and `0 ≤ p < π/2` the solid angle of the pyramid, a surface integral over
its base, equals the one-dimensional angular integral. -/
theorem solidAngle_eq_angular_integral {d a p : ℝ} (hd : 0 < d) (ha : 0 < a)
    (hp0 : 0 ≤ p) (hp : p < π / 2) :
    solidAngle d a p =
      ∫ t in (0 : ℝ)..p, (1 - d * cos t / √(a ^ 2 + d ^ 2 * cos t ^ 2)) := by
  rw [solidAngle_eq hd hp0 hp, angular_integral ha]
```

## The limit and the cell sums

The limit is taken at fixed \(d\) and \(p\). The proof shows that \(\sqrt{a^2+d^2}\) grows without bound and then uses the continuity of the arcsine at zero.

```lean
/-- As the leg `a` grows without bound at fixed height `d > 0` and fixed angle `0 ≤ p < π/2`, the
solid angle tends to `p`. -/
theorem tendsto_solidAngle {d p : ℝ} (hd : 0 < d) (hp0 : 0 ≤ p) (hp : p < π / 2) :
    Tendsto (fun a => solidAngle d a p) atTop (𝓝 p) := by
  simp only [solidAngle_eq hd hp0 hp]
  have h1 : Tendsto (fun a : ℝ => √(a ^ 2 + d ^ 2)) atTop atTop :=
    tendsto_atTop_mono (fun a => (le_abs_self a).trans
      (Real.abs_le_sqrt (by linarith [sq_nonneg d]))) tendsto_id
  have h2 : Tendsto (fun a : ℝ => d * sin p / √(a ^ 2 + d ^ 2)) atTop (𝓝 0) :=
    Tendsto.div_atTop tendsto_const_nhds h1
  have h3 := (tendsto_const_nhds (x := p)).sub ((Real.continuous_arcsin.tendsto 0).comp h2)
  rw [Real.arcsin_zero, sub_zero] at h3
  exact h3
```

`cubic_cell` evaluates 48 times one solid angle, and `fcc_cell` 48 times the sum of two. That so many pyramids make up the cells is shown by the dissections described above, not by the Lean code. In the cubic case, `e` identifies the argument of the arcsine as \(\sin(\pi/6)\).

```lean
/-- 48 times the solid angle of the pyramid with `a = d > 0` and `p = π/4` is `4π`. -/
theorem cubic_cell {d : ℝ} (hd : 0 < d) : 48 * solidAngle d d (π / 4) = 4 * π := by
  have e : d * sin (π / 4) / √(d ^ 2 + d ^ 2) = sin (π / 6) := by
    rw [Real.sin_pi_div_four, Real.sin_pi_div_six, show d ^ 2 + d ^ 2 = 2 * d ^ 2 by ring,
      Real.sqrt_mul (by norm_num), Real.sqrt_sq hd.le]
    field_simp
  have hpi := Real.pi_pos
  rw [solidAngle_eq hd (by linarith) (by linarith), e,
    Real.arcsin_sin (by linarith) (by linarith)]
  ring
```

In the fcc case `hR` is \(\sqrt{a^2+d^2}=2a\), and `e1` and `e2` identify the two arguments as \(\sin(\pi/6)\) and \(\sin(\pi/4)\). The angle \(p_1\) cancels from the sum.

```lean
/-- For `a > 0`, take the two pyramids with leg `a`, height `√3 a` and the complementary angles
`arcsin (1/√3)` and `π/2 - arcsin (1/√3)`: 48 times the sum of their solid angles is `4π`. -/
theorem fcc_cell {a : ℝ} (ha : 0 < a) :
    48 * (solidAngle (√3 * a) a (arcsin (1 / √3)) +
      solidAngle (√3 * a) a (π / 2 - arcsin (1 / √3))) = 4 * π := by
  have hpi := Real.pi_pos
  have hs : 0 < √(3 : ℝ) := Real.sqrt_pos.2 (by norm_num)
  have hq : √(3 : ℝ) ^ 2 = 3 := Real.sq_sqrt (by norm_num)
  have hs1 : 1 < √(3 : ℝ) := by nlinarith
  have hu : 0 < 1 / √(3 : ℝ) := by positivity
  have hu1 : 1 / √(3 : ℝ) < 1 := (div_lt_one hs).2 hs1
  have hp0 : 0 < arcsin (1 / √3) := Real.arcsin_pos.2 hu
  have hp1 : arcsin (1 / √3) < π / 2 := Real.arcsin_lt_pi_div_two.2 hu1
  have hd : 0 < √3 * a := mul_pos hs ha
  have hR : √(a ^ 2 + (√3 * a) ^ 2) = 2 * a := by
    rw [show a ^ 2 + (√3 * a) ^ 2 = (2 * a) ^ 2 by linear_combination a ^ 2 * hq,
      Real.sqrt_sq (by positivity)]
  -- the two arcsines are 30 and 45 degrees
  have e1 : √3 * a * sin (arcsin (1 / √3)) / (2 * a) = sin (π / 6) := by
    rw [Real.sin_arcsin (by linarith) hu1.le, Real.sin_pi_div_six]
    field_simp
  have e2 : √3 * a * sin (π / 2 - arcsin (1 / √3)) / (2 * a) = sin (π / 4) := by
    have h : √3 * √(1 - (1 / √3) ^ 2) = √(2 : ℝ) := by
      rw [← Real.sqrt_mul (by norm_num), div_pow, hq]
      norm_num
    rw [Real.sin_pi_div_two_sub, Real.cos_arcsin, Real.sin_pi_div_four, ← h]
    field_simp
  rw [solidAngle_eq hd hp0.le hp1, solidAngle_eq hd (by linarith) (by linarith), hR, e1, e2,
    Real.arcsin_sin (by linarith) (by linarith), Real.arcsin_sin (by linarith) (by linarith)]
  ring

end

end PyramidSolidAngle
```

```lean
#print axioms PyramidSolidAngle.solidAngle_eq
#print axioms PyramidSolidAngle.solidAngle_eq_angular_integral
#print axioms PyramidSolidAngle.cubic_cell
#print axioms PyramidSolidAngle.fcc_cell
```

```
'PyramidSolidAngle.solidAngle_eq' depends on axioms: [propext, Classical.choice, Quot.sound]
'PyramidSolidAngle.solidAngle_eq_angular_integral' depends on axioms: [propext, Classical.choice, Quot.sound]
'PyramidSolidAngle.cubic_cell' depends on axioms: [propext, Classical.choice, Quot.sound]
'PyramidSolidAngle.fcc_cell' depends on axioms: [propext, Classical.choice, Quot.sound]
```
